# Zero-field Ising model with coupling K and every edge split by an extra spin: exact reduction to the original graph with coupling ½ ln cosh 2K

## Spins, weights and the two graphs

Let G be a simple graph with vertex set V: no loops, and at most one edge between two vertices. V is finite in all results about sums over configurations.

```lean
import Mathlib

open Finset

namespace IsingDecoration

noncomputable section

variable {V : Type*}
```

A configuration s assigns a Boolean to each vertex, and `spin` turns it into +1 or −1. Below, s_v stands for the value `spin (s v)`.

```lean
/-- The value `+1` or `-1` of an Ising spin. -/
def spin : Bool → ℝ
  | true => 1
  | false => -1
```

An edge is an unordered pair, of type `Sym2 V`. A function of an edge must therefore be symmetric in its two ends, and each definition below carries the proof that it is. The first is the product s_a s_b for an edge {a, b}.

```lean
/-- The product of the two spins at the ends of a bond. -/
def bond (s : V → Bool) : Sym2 V → ℝ :=
  Sym2.lift ⟨fun a b => spin (s a) * spin (s b), fun _ _ => mul_comm _ _⟩
```

The second is the sum s_a + s_b, which is what a spin placed in the middle of the edge couples to.

```lean
/-- The sum of the two spins at the ends of a bond. -/
def endpointSum (s : V → Bool) : Sym2 V → ℝ :=
  Sym2.lift ⟨fun a b => spin (s a) + spin (s b), fun _ _ => add_comm _ _⟩
```

The Boltzmann weight is exp(K Σ s_a s_b), with each edge counted once. The real number K is the reduced coupling, exchange energy divided by k_B T, and positive K is ferromagnetic. There is no field term, and every edge has the same K.

```lean
/-- The zero-field Boltzmann weight of a spin configuration, with reduced coupling `K`
on every edge. -/
def boltzmann (G : SimpleGraph V) [Fintype G.edgeSet] (K : ℝ) (s : V → Bool) : ℝ :=
  Real.exp (K * ∑ e ∈ G.edgeFinset, bond s e)
```

The partition function Z(G, K) sums this weight over all configurations.

```lean
/-- The zero-field Ising partition function of a finite graph. -/
def partitionFunction [Fintype V] [DecidableEq V] (G : SimpleGraph V) [Fintype G.edgeSet]
    (K : ℝ) : ℝ :=
  ∑ s : V → Bool, boltzmann G K s
```

The thermal average of an observable f is its weighted sum divided by Z.

```lean
/-- The thermal average of an observable `f` of the spins. -/
def thermalAverage [Fintype V] [DecidableEq V] (G : SimpleGraph V) [Fintype G.edgeSet]
    (K : ℝ) (f : (V → Bool) → ℝ) : ℝ :=
  (∑ s : V → Bool, f s * boltzmann G K s) / partitionFunction G K
```

The decorated graph D has the vertices of G together with one new vertex for each edge of G, so its vertex type is `V ⊕ G.edgeSet`. A new vertex is joined to the two ends of its edge, and the original bonds are gone. Since D is itself a `SimpleGraph`, the same weight and partition function apply to it.

```lean
/-- The decorated graph: every edge of `G` is replaced by a new vertex joined to the two
endpoints of that edge. -/
def decorate (G : SimpleGraph V) : SimpleGraph (V ⊕ G.edgeSet) :=
  SimpleGraph.fromRel fun x y =>
    ∃ (v : V) (e : G.edgeSet), x = Sum.inl v ∧ y = Sum.inr e ∧ v ∈ (e : Sym2 V)

instance (G : SimpleGraph V) : DecidableRel (decorate G).Adj := Classical.decRel _
```

The coupling that will appear between the original spins is

K' = ½ ln cosh 2K.

```lean
/-- The coupling `(1/2) ln cosh 2K` between the original spins. -/
def effectiveCoupling (K : ℝ) : ℝ := Real.log (Real.cosh (2 * K)) / 2
```

## One middle spin

Since cosh 2K > 0, exponentiating 2K' = ln cosh 2K gives

exp(K')² = cosh 2K.

```lean
/-- The square of `exp K'` is `cosh 2K`, where `K'` is the effective coupling. -/
theorem exp_effectiveCoupling_sq (K : ℝ) :
    Real.exp (effectiveCoupling K) * Real.exp (effectiveCoupling K) = Real.cosh (2 * K) := by
  rw [← Real.exp_add, effectiveCoupling, add_halves, Real.exp_log (Real.cosh_pos _)]
```

Take one middle spin t between end spins a and b, all three equal to ±1. Summing over t gives

Σ_t exp(K t (a + b)) = 2 cosh(K(a + b)).

This is 2 cosh 2K for parallel end spins and 2 for antiparallel ones. To write it as A exp(K' a b), we need

A exp(K') = 2 cosh 2K,  A exp(−K') = 2.

Dividing the two equations gives exp(2K') = cosh 2K, and multiplying them gives A = 2 √cosh 2K, which also equals 2 exp(K'). The proof replaces the square root by exp(K') and then checks the four choices of end spins.

```lean
/-- Summing over one middle spin coupled by `K` to two spins gives a constant times the
Boltzmann factor of a direct bond with the effective coupling. -/
theorem sum_middle_spin (K : ℝ) (a b : Bool) :
    ∑ t : Bool, Real.exp (K * (spin t * (spin a + spin b))) =
      2 * √(Real.cosh (2 * K)) * Real.exp (effectiveCoupling K * (spin a * spin b)) := by
  have hsq := exp_effectiveCoupling_sq K
  have hs : √(Real.cosh (2 * K)) = Real.exp (effectiveCoupling K) := by
    rw [← hsq, Real.sqrt_mul_self (Real.exp_pos _).le]
  rw [← Real.exp_add, Real.cosh_eq] at hsq
  rw [hs, mul_assoc, ← Real.exp_add]
  generalize effectiveCoupling K = J at *
  -- parallel end spins give `2 cosh 2K`, antiparallel ones give `2`
  cases a <;> cases b <;> simp only [Fintype.sum_bool, spin]
  · rw [show K * (1 * (-1 + -1)) = -(2 * K) by ring,
      show K * (-1 * (-1 + -1)) = 2 * K by ring, show J + J * (-1 * -1) = J + J by ring]
    linarith
  · rw [show K * (1 * (-1 + 1)) = 0 by ring, show K * (-1 * (-1 + 1)) = 0 by ring,
      show J + J * (-1 * 1) = 0 by ring, Real.exp_zero]
    norm_num
  · rw [show K * (1 * (1 + -1)) = 0 by ring, show K * (-1 * (1 + -1)) = 0 by ring,
      show J + J * (1 * -1) = 0 by ring, Real.exp_zero]
    norm_num
  · rw [show K * (1 * (1 + 1)) = 2 * K by ring,
      show K * (-1 * (1 + 1)) = -(2 * K) by ring, show J + J * (1 * 1) = J + J by ring]
    linarith
```

## All middle spins

From here on, a and b are the end vertices of an edge e, and t_e is the value of the middle spin on e. The edges of D are the pairs (v, e) in which v is an end of e, so the bond sum of D is

Σ_{(v,e), v∈e} s_v t_e = Σ_e t_e (s_a + s_b).

In Lean, `himg` identifies the edge set of D with the image of these incident pairs. The last bullet shows that different pairs give different edges, so nothing is counted twice. The helper `key` evaluates the sum over the ends of one edge; it has exactly two terms because G has no loops.

```lean
variable [Fintype V] [DecidableEq V] (G : SimpleGraph V) [DecidableRel G.Adj]

/-- The bond sum of the decorated graph is a sum over the original edges of the middle spin
times the sum of the two endpoint spins. -/
theorem decorated_bond_sum (s : V → Bool) (t : G.edgeSet → Bool) :
    ∑ e ∈ (decorate G).edgeFinset, bond (Sum.elim s t) e =
      ∑ e : G.edgeSet, spin (t e) * endpointSum s e := by
  classical
  -- edges of the decorated graph are the incident pairs (vertex, edge) of `G`
  have himg : (decorate G).edgeFinset =
      (univ.filter (fun p : V × G.edgeSet => p.1 ∈ (p.2 : Sym2 V))).image
        (fun p => s(Sum.inl p.1, Sum.inr p.2)) := by
    ext z
    induction z using Sym2.ind with
    | _ x y =>
      rw [SimpleGraph.mem_edgeFinset, SimpleGraph.mem_edgeSet, Finset.mem_image]
      simp only [decorate, SimpleGraph.fromRel_adj]
      constructor
      · rintro ⟨_, ⟨v, e, rfl, rfl, h⟩ | ⟨v, e, rfl, rfl, h⟩⟩
        · exact ⟨(v, e), Finset.mem_filter.mpr ⟨Finset.mem_univ _, h⟩, rfl⟩
        · exact ⟨(v, e), Finset.mem_filter.mpr ⟨Finset.mem_univ _, h⟩, Sym2.eq_swap⟩
      · rintro ⟨⟨v, e⟩, h, hxy⟩
        have h' : v ∈ (e : Sym2 V) := (Finset.mem_filter.mp h).2
        rcases Sym2.eq_iff.mp hxy with ⟨rfl, rfl⟩ | ⟨rfl, rfl⟩
        · exact ⟨Sum.inl_ne_inr, Or.inl ⟨v, e, rfl, rfl, h'⟩⟩
        · exact ⟨Sum.inr_ne_inl, Or.inr ⟨v, e, rfl, rfl, h'⟩⟩
  rw [himg, Finset.sum_image, Finset.sum_filter, Fintype.sum_prod_type_right]
  · refine Finset.sum_congr rfl fun e _ => ?_
    obtain ⟨e, he⟩ := e
    induction e using Sym2.ind with
    | _ a b =>
      have hadj : G.Adj a b := by simpa using he
      have key : ∀ g : V → ℝ, (∑ v, if v ∈ s(a, b) then g v else 0) = g a + g b := by
        intro g
        rw [← Finset.sum_filter,
          show univ.filter (fun v => v ∈ s(a, b)) = {a, b} by ext v; simp,
          Finset.sum_pair hadj.ne]
      refine (key fun v => spin (s v) * spin (t ⟨s(a, b), he⟩)).trans ?_
      simp only [endpointSum, Sym2.lift_mk]
      ring
  · rintro ⟨v, e⟩ _ ⟨w, f⟩ _ h
    rcases Sym2.eq_iff.mp h with ⟨h1, h2⟩ | ⟨h1, _⟩
    · exact Prod.ext (Sum.inl.inj h1) (Sum.inr.inj h2)
    · exact absurd h1 Sum.inl_ne_inr
```

With s fixed, no two middle spins interact. Writing E for the number of edges of G,

Σ_t exp(K Σ_e t_e (s_a + s_b))
= Σ_t Π_e exp(K t_e (s_a + s_b))
= Π_e Σ_{t_e=±1} exp(K t_e (s_a + s_b))
= Π_e [2 √cosh 2K · exp(K' s_a s_b)]
= (2 √cosh 2K)^E exp(K' Σ_e s_a s_b).

```lean
/-- For fixed original spins, the sum over all middle spins is a constant times the Boltzmann
weight of the original graph with the effective coupling. -/
theorem sum_all_middle_spins (K : ℝ) (s : V → Bool) :
    ∑ t : G.edgeSet → Bool, boltzmann (decorate G) K (Sum.elim s t) =
      (2 * √(Real.cosh (2 * K))) ^ G.edgeFinset.card *
        boltzmann G (effectiveCoupling K) s := by
  have hG : ∑ e ∈ G.edgeFinset, bond s e = ∑ e : G.edgeSet, bond s e :=
    Finset.sum_subtype _ (fun _ => SimpleGraph.mem_edgeFinset) _
  have hedge : ∀ e : Sym2 V, ∑ b : Bool, Real.exp (K * (spin b * endpointSum s e)) =
      2 * √(Real.cosh (2 * K)) * Real.exp (effectiveCoupling K * bond s e) := by
    intro e
    induction e using Sym2.ind with
    | _ a b => exact sum_middle_spin K (s a) (s b)
  -- the middle spins are independent, so their sum factorises over edges
  have hfac : ∑ t : G.edgeSet → Bool, ∏ e : G.edgeSet,
        Real.exp (K * (spin (t e) * endpointSum s e)) =
      ∏ e : G.edgeSet, ∑ b : Bool, Real.exp (K * (spin b * endpointSum s e)) := by
    rw [Finset.prod_univ_sum, Fintype.piFinset_univ]
  simp only [boltzmann, decorated_bond_sum, hG, Finset.mul_sum, Real.exp_sum]
  rw [hfac]
  simp only [hedge]
  rw [Finset.prod_mul_distrib, Finset.prod_const, Finset.card_univ,
    SimpleGraph.edgeFinset_card]
```

The proof turns on the third line, stated as `hfac`. Mathlib's `Finset.prod_univ_sum` is the distributive law for a product of sums: expanding the product means choosing one term from each factor, and a family of such choices is a function on the index set. Here the factors are indexed by edges and the terms by Booleans, so a family of choices is exactly a configuration `t : G.edgeSet → Bool`. The lemma allows a different set of permitted terms in each factor and sums over `Fintype.piFinset`, the functions that respect those sets. Since both Booleans are permitted on every edge, `Fintype.piFinset_univ` turns this into the sum over all configurations.

## Partition function and thermal averages

A configuration u of D is a pair (s, t). An observable f that depends only on s comes out of the sum over t, which leaves

Σ_u f(s) exp(K Σ_e t_e (s_a + s_b)) = (2 √cosh 2K)^E Σ_s f(s) exp(K' Σ_e s_a s_b).

In the code, `u ∘ Sum.inl` is the restriction of u to the original vertices, and `Equiv.sumArrowEquivProdArrow` splits u into its two parts.

```lean
/-- The Boltzmann sum of any observable of the original spins on the decorated graph is a
constant times its Boltzmann sum on the original graph with the effective coupling. -/
theorem decorated_weighted_sum (K : ℝ) (f : (V → Bool) → ℝ) :
    ∑ u : V ⊕ G.edgeSet → Bool, f (u ∘ Sum.inl) * boltzmann (decorate G) K u =
      (2 * √(Real.cosh (2 * K))) ^ G.edgeFinset.card *
        ∑ s : V → Bool, f s * boltzmann G (effectiveCoupling K) s := by
  rw [← Equiv.sum_comp (Equiv.sumArrowEquivProdArrow V G.edgeSet Bool).symm,
    Fintype.sum_prod_type, Finset.mul_sum]
  refine Finset.sum_congr rfl fun s _ => ?_
  calc _ = ∑ t : G.edgeSet → Bool, f s * boltzmann (decorate G) K (Sum.elim s t) :=
        Finset.sum_congr rfl fun t _ => rfl
    _ = _ := by rw [← Finset.mul_sum, sum_all_middle_spins]; ring
```

Setting f = 1 gives the main result:

Z(D, K) = (2 √cosh 2K)^E Z(G, K').

It holds for every real K and every finite simple graph, connected or not, including graphs without edges. This is the simplest case of the decoration transformation: a single two-state spin on each edge, uniform coupling and zero field.

```lean
/-- Decoration transformation: the partition function of the decorated graph with coupling `K`
is `(2 √cosh 2K)^E` times that of the original graph with coupling `(1/2) ln cosh 2K`. -/
theorem partitionFunction_decorate (K : ℝ) :
    partitionFunction (decorate G) K =
      (2 * √(Real.cosh (2 * K))) ^ G.edgeFinset.card *
        partitionFunction G (Real.log (Real.cosh (2 * K)) / 2) := by
  have h := decorated_weighted_sum G K (fun _ => 1)
  simp only [one_mul] at h
  exact h
```

Dividing the weighted sum by the partition function cancels the positive prefactor, so

⟨f⟩ on D at K = ⟨f⟩ on G at K'.

This covers every correlation function of the original spins, but not observables that involve the middle spins. For a finite two-state lattice model of this zero-field, uniform-coupling form, it gives the exact exchange energy k_B T K', which depends on temperature, between the sites left after the bond-centre sites are summed out, and hence a consistency check for a Monte Carlo code run on both graphs.

```lean
/-- Every observable of the original spins has the same thermal average on the decorated graph
as on the original graph with the effective coupling. -/
theorem thermalAverage_decorate (K : ℝ) (f : (V → Bool) → ℝ) :
    thermalAverage (decorate G) K (fun u => f (u ∘ Sum.inl)) =
      thermalAverage G (effectiveCoupling K) f := by
  have hpos : 0 < √(Real.cosh (2 * K)) := Real.sqrt_pos.mpr (Real.cosh_pos _)
  have hne : (2 * √(Real.cosh (2 * K))) ^ G.edgeFinset.card ≠ 0 := by positivity
  unfold thermalAverage
  rw [decorated_weighted_sum, partitionFunction_decorate, mul_div_mul_left _ _ hne]
  rfl
```

## Sign and size of the effective coupling

From exp(2K') = cosh 2K,

tanh K' = (cosh 2K − 1)/(cosh 2K + 1) = 2 sinh² K / (2 cosh² K) = tanh² K.

The Lean proof clears denominators and combines cosh² K = sinh² K + 1, exp(K')² = cosh² K + sinh² K and exp(K') exp(−K') = 1.

```lean
omit [Fintype V] [DecidableEq V] in
/-- The hyperbolic tangent of the effective coupling is the square of `tanh K`. -/
theorem tanh_effectiveCoupling (K : ℝ) :
    Real.tanh (effectiveCoupling K) = Real.tanh K ^ 2 := by
  have hr := exp_effectiveCoupling_sq K
  rw [Real.cosh_two_mul] at hr
  have h1 := Real.cosh_sq K
  have hq : Real.exp (effectiveCoupling K) * Real.exp (-effectiveCoupling K) = 1 := by
    rw [← Real.exp_add, add_neg_cancel, Real.exp_zero]
  have hC : Real.cosh K ^ 2 ≠ 0 := pow_ne_zero 2 (Real.cosh_pos K).ne'
  rw [Real.tanh_eq_sinh_div_cosh, Real.tanh_eq_sinh_div_cosh, div_pow,
    div_eq_div_iff (Real.cosh_pos _).ne' hC, Real.sinh_eq (effectiveCoupling K),
    Real.cosh_eq (effectiveCoupling K)]
  linear_combination (Real.exp (effectiveCoupling K) / 2) * h1 +
    (Real.exp (-effectiveCoupling K) / 2) * hr - (Real.exp (effectiveCoupling K) / 2) * hq
```

For K ≠ 0,

1 < cosh 2K = ½ (exp(2|K|) + exp(−2|K|)) < exp(2|K|).

Taking logarithms and halving gives 0 < K' < |K|. The original spins are thus coupled ferromagnetically, and more weakly than the bonds of D, even when those bonds are antiferromagnetic.

```lean
omit [Fintype V] [DecidableEq V] in
/-- For nonzero `K` of either sign, the effective coupling is positive and strictly smaller
than `|K|`. -/
theorem effectiveCoupling_bounds {K : ℝ} (hK : K ≠ 0) :
    0 < effectiveCoupling K ∧ effectiveCoupling K < |K| := by
  have hpos : 0 < |K| := abs_pos.mpr hK
  have hlow : 0 < Real.log (Real.cosh (2 * K)) :=
    Real.log_pos (Real.one_lt_cosh.mpr (mul_ne_zero two_ne_zero hK))
  have hcosh : Real.cosh (2 * K) < Real.exp (2 * |K|) := by
    rw [← Real.cosh_abs (2 * K), abs_mul, abs_two, Real.cosh_eq]
    have : Real.exp (-(2 * |K|)) < Real.exp (2 * |K|) := Real.exp_lt_exp.mpr (by linarith)
    linarith
  have hup := (Real.log_lt_iff_lt_exp (Real.cosh_pos (2 * K))).mpr hcosh
  unfold effectiveCoupling
  constructor <;> linarith

end

end IsingDecoration
```

```lean
#print axioms IsingDecoration.thermalAverage_decorate
#print axioms IsingDecoration.tanh_effectiveCoupling
#print axioms IsingDecoration.effectiveCoupling_bounds
```

```
'IsingDecoration.thermalAverage_decorate' depends on axioms: [propext, Classical.choice, Quot.sound]
'IsingDecoration.tanh_effectiveCoupling' depends on axioms: [propext, Classical.choice, Quot.sound]
'IsingDecoration.effectiveCoupling_bounds' depends on axioms: [propext, Classical.choice, Quot.sound]
```
